# For non-negative times, Taylor truncations of exponential decay with an even number of terms never overestimate it, and those with an odd number never underestimate it

The lemma `remainder_sign` compares the decay exp(−x), for real x ≥ 0, with the sum of the first r terms of its Taylor series about zero. It states that the error, exp(−x) minus the truncated sum, is non-negative after multiplication by (−1)^r. Here x can be read as a dimensionless time, the decay rate multiplied by the elapsed time. The proof is by induction on r: the signed error with r + 1 terms has the signed error with r terms as its derivative, so it is monotone on [0, ∞), and it vanishes at x = 0.

The first attempt, which Lean rejects:

```lean
import Mathlib

open Finset

namespace RemainderSign

noncomputable section

/-- The first `r` terms of the Taylor series of the decay `exp(-x)`. -/
def truncatedDecay (r : ℕ) (x : ℝ) : ℝ :=
  ∑ k ∈ range r, (-x) ^ k / (k.factorial : ℝ)

/-- Adding one term to the truncated decay. -/
lemma truncatedDecay_succ (r : ℕ) (x : ℝ) :
    truncatedDecay (r + 1) x = truncatedDecay r x + (-x) ^ r / (r.factorial : ℝ) := by
  unfold truncatedDecay
  rw [sum_range_succ]

/-- The truncated decay obeys the decay equation up to a shift of order: the derivative of
the truncation with `r + 1` terms is minus the truncation with `r` terms. -/
lemma hasDerivAt_truncatedDecay (r : ℕ) (x : ℝ) :
    HasDerivAt (truncatedDecay (r + 1)) (-truncatedDecay r x) x := by
  induction r with
  | zero =>
    have h : truncatedDecay (0 + 1) = fun _ => (1 : ℝ) := by
      funext y
      simp [truncatedDecay]
    rw [h]
    simpa [truncatedDecay] using hasDerivAt_const x (1 : ℝ)
  | succ r ih =>
    have hp : HasDerivAt (fun y : ℝ => (-y) ^ (r + 1) / ((r + 1).factorial : ℝ))
        (-((-x) ^ r / (r.factorial : ℝ))) x := by
      have h1 := ((hasDerivAt_id' x).fun_neg.fun_pow (r + 1)).div_const
        ((r + 1).factorial : ℝ)
      refine h1.congr_deriv ?_
      rw [Nat.add_sub_cancel, Nat.factorial_succ]
      push_cast
      field_simp
    rw [funext (truncatedDecay_succ (r + 1))]
    refine (ih.fun_add hp).congr_deriv ?_
    rw [truncatedDecay_succ r x]
    ring

/-- For `x ≥ 0` the error `exp(-x) - truncatedDecay r x`, multiplied by `(-1)^r`, is non-negative.
-/
lemma remainder_sign (r : ℕ) :
    ∀ x : ℝ, 0 ≤ x → 0 ≤ (-1) ^ r * (Real.exp (-x) - truncatedDecay r x) := by
  induction r with
  | zero =>
    intro x _
    simp only [truncatedDecay, range_zero, sum_empty, pow_zero, one_mul, sub_zero]
    positivity
  | succ r ih =>
    intro x hx
    -- the signed error of order r + 1 has the signed error of order r as derivative
    have hd : ∀ y : ℝ, HasDerivAt
        (fun y => (-1) ^ (r + 1) * (Real.exp (-y) - truncatedDecay (r + 1) y))
        ((-1) ^ r * (Real.exp (-y) - truncatedDecay r y)) y := by
      intro y
      have h1 := ((hasDerivAt_id' y).fun_neg.exp.fun_sub
        (hasDerivAt_truncatedDecay r y)).const_mul ((-1 : ℝ) ^ (r + 1))
      exact h1.congr_deriv (by ring)
    have hmono := monotoneOn_of_deriv_nonneg (convex_Ici (0 : ℝ))
      (fun y _ => (hd y).continuousAt.continuousWithinAt)
      (fun y _ => (hd y).differentiableAt.differentiableWithinAt)
      (fun y hy => by
        rw [(hd y).deriv]
        exact ih y (interior_subset hy))
    have h := hmono (show (0 : ℝ) ∈ Set.Ici 0 from le_refl _) (show x ∈ Set.Ici 0 from hx) hx
    have h0 : truncatedDecay (r + 1) 0 = 1 := by
      simp [truncatedDecay, sum_range_succ']
    simpa only [h0, neg_zero, Real.exp_zero, sub_self, mul_zero] using h

end

end RemainderSign
```

The error:

```
Main.lean:69:51: error: Type mismatch
  le_refl ?m.255
has type
  ?m.255 ≤ ?m.255
but is expected to have type
  0 ∈ Set.Ici 0
```

To use the monotonicity `hmono` between 0 and x, the proof must show that both points lie in `Set.Ici 0`, the set of reals at least 0. For the point 0 it offers `le_refl _`, and Lean reports a type mismatch. The membership `0 ∈ Set.Ici 0` does mean `0 ≤ 0`, but `le_refl _` arrives as `?m.255 ≤ ?m.255`, with its element still undetermined, and Lean did not unfold the membership into an inequality that would determine it.

The repair makes the step explicit. `Set.mem_Ici.2` turns a proof of the inequality into a proof of membership, and `le_refl (0 : ℝ)` names the element, so nothing is left to be found by unfolding.

The second point gets the same treatment, with `Set.mem_Ici.2 hx` in place of the `show`. That change is mere tidying: Lean reported no error there, where `hx` is already the definite inequality `0 ≤ x`.

The change, after which it compiles:

```diff
@@ -67,5 +67,5 @@
         rw [(hd y).deriv]
         exact ih y (interior_subset hy))
-    have h := hmono (show (0 : ℝ) ∈ Set.Ici 0 from le_refl _) (show x ∈ Set.Ici 0 from hx) hx
+    have h := hmono (Set.mem_Ici.2 (le_refl (0 : ℝ))) (Set.mem_Ici.2 hx) hx
     have h0 : truncatedDecay (r + 1) 0 = 1 := by
       simp [truncatedDecay, sum_range_succ']
```
